# For a static dielectric constant above 1, the f-sum rule and static screening fix a single plasmon pole

## Loss function, sum rules and pole

Let $\varepsilon(w)$ be the relative longitudinal dielectric function of an electron system at a fixed wavevector, with $w$ the angular frequency. The loss function
$$L(w) = -\operatorname{Im}\frac{1}{\varepsilon(w)}, \qquad w>0,$$
describes how strongly the system absorbs energy from an external charge oscillating at frequency $w$. In the retarded convention it is nonnegative for a system in equilibrium.

Two of its moments are tied to simple quantities. The f-sum rule reads
$$\int_0^\infty w\,L(w)\,dw = \frac{\pi w_p^2}{2},$$
where the plasma frequency $w_p$ is set by the mean electron density. Static screening reads
$$\frac{2}{\pi}\int_0^\infty \frac{L(w)}{w}\,dw = 1-\frac1e,$$
where $e=\varepsilon(0)$ is the static dielectric constant, not the elementary charge.

A plasmon pole replaces the whole loss function by one sharp line, $L(w')=A\,\delta(w'-w)$, with weight $A>0$ and frequency $w>0$. The problem is to find which poles obey both rules, and how their weight compares with that of a general loss spectrum obeying the same rules.

For $w_p>0$ and $e>1$ there is exactly one such pole. Its frequency $W$ and weight $A_W$ are
$$W=\frac{w_p}{\sqrt{1-1/e}}, \qquad A_W=\frac{\pi}{2}\,w_p\sqrt{1-1/e},$$
so $W>w_p$. Every other positive spectrum obeying both rules has a smaller total weight.

This is the scalar form of one kind of plasmon-pole model used in GW calculations, the kind fitted to the f-sum rule and static screening. It leaves out the matrix structure of the dielectric response and any plasmon lifetime. Other plasmon-pole models fix their parameters differently, for example from the static dielectric response together with the response at one imaginary frequency.

## The spectrum as a measure

In Lean a loss spectrum is a measure `μ` on the real frequency axis, which stands for $L(w)\,dw$ and may be continuous, discrete or mixed. Positivity of the loss is built into the notion of a measure. Frequencies are real numbers in one fixed unit, and the total weight has the unit of frequency.

- `FSumRule μ wp` says that the first moment exists and equals $\pi w_p^2/2$.
- `StaticScreening μ e` says that the inverse moment exists and that $2/\pi$ times it equals $1-1/e$.
- `pole A w` is $A$ times the Dirac measure at $w$.
- `poleFreq wp e` and `poleWeight wp e` are $W$ and $A_W$.

The theorem `fit_existsUnique` states that, for `0 < wp` and `1 < e`, exactly one pair `p` has positive weight `p.1` and positive frequency `p.2` and gives a pole obeying both rules. `fit_iff` identifies the pair, and `poleFreq_sq_and_gt` gives $W^2=w_p^2/(1-1/e)$ and $W>w_p$. Conversely, `one_lt_of_fit` says that a pole can reproduce a static constant $e>0$ only if $e>1$.

For general spectra, the hypothesis `∀ᵐ w ∂μ, 0 < w` says that no weight lies at zero or negative frequency. Allowing $w=0$ would spoil the weight bound: Lean sets `0⁻¹ = 0`, so a line at zero frequency would add weight without changing either moment. Under this hypothesis and both rules, `weight_le` bounds the total weight `μ Set.univ` by $A_W$, and `weight_eq_iff` says that equality holds exactly when `μ` is the fitted pole.

The two sum rules enter as conditions on `μ`. The step left to physics is to identify `μ` with the loss function of a material, whose microscopic response must supply a positive spectrum with these two moments.

## Solving for the frequency and the weight

Write $s=1-1/e$. Since $e>1$, we have $0<s<1$. Integrating against the pole turns the two rules into
$$A w=\frac{\pi w_p^2}{2}, \qquad \frac{2A}{\pi w}=s.$$
The second equation gives $A=\pi w s/2$. Inserting this into the first gives
$$\frac{\pi}{2}\,s\,w^2=\frac{\pi}{2}\,w_p^2, \qquad\text{so}\qquad w^2=\frac{w_p^2}{s}.$$
Only the positive root is allowed, so $w=w_p/\sqrt s=W$. Then $A=\pi W s/2=(\pi/2)\,w_p\sqrt s=A_W$. Because $s<1$, the frequency lies above $w_p$.

These values do solve both equations:
$$A_W W=\frac{\pi}{2}w_p^2, \qquad \frac{2A_W}{\pi W}=\frac{w_p\sqrt s}{w_p/\sqrt s}=s.$$

If only $e>0$ is known, a pole with $A,w>0$ makes the left side of the screening equation positive. Hence $1/e<1$, which means $e>1$.

## Why other spectra weigh less

Let $\mu$ be a spectrum on positive frequencies that obeys both rules, and let $M$ be its total weight. This weight is finite: $1\le w+1/w$ for every $w>0$, because one of the two terms is at least 1, and both terms have finite integrals.

Now measure the spread about $W$ and expand the square:
$$\int\frac{(w-W)^2}{w}\,d\mu
=\int w\,d\mu-2WM+W^2\int\frac1w\,d\mu
=\frac{\pi w_p^2}{2}-2WM+\frac{\pi}{2}sW^2.$$
The equations for the fitted pole say that $\pi w_p^2/2=A_W W$ and $\pi s W/2=A_W$. The first and last terms are therefore both $A_W W$, and
$$\int\frac{(w-W)^2}{w}\,d\mu=2W\,(A_W-M).$$

The left side is nonnegative and $W>0$, so $M\le A_W$. If $M=A_W$, the integral vanishes. Its integrand is nonnegative, so it is zero almost everywhere, and all the weight sits at $w=W$. The spectrum is then the fitted pole. Conversely, the fitted pole has weight $A_W$.

## Strong and weak screening

The formulas for $W$ and $A_W$ show what happens at the two ends of the assumed range $e>1$. As $e\to\infty$, the limit of perfect static screening, $W\to w_p$ and $A_W\to\pi w_p/2$. As $e\to1$ from above at fixed $w_p$, the pole moves to infinite frequency and its weight tends to zero, while the product $A_W W$ keeps the value required by the f-sum rule.

## Definitions and theorems in Lean

```lean
import Mathlib

open MeasureTheory
open scoped Real

namespace PlasmonPoleFit

noncomputable section

/-- The f-sum rule for a loss spectrum `μ`: its first frequency moment exists and equals
`π wp² / 2`. -/
def FSumRule (μ : Measure ℝ) (wp : ℝ) : Prop :=
  Integrable (fun w : ℝ => w) μ ∧ ∫ w, w ∂μ = π * wp ^ 2 / 2

/-- Static screening for a loss spectrum `μ` on positive frequencies: the inverse frequency
moment exists and reproduces the static dielectric constant `e ≠ 0`. -/
def StaticScreening (μ : Measure ℝ) (e : ℝ) : Prop :=
  Integrable (fun w : ℝ => w⁻¹) μ ∧ 2 / π * ∫ w, w⁻¹ ∂μ = 1 - 1 / e

/-- The loss spectrum of a single plasmon pole of weight `A ≥ 0` at frequency `w`. -/
def pole (A w : ℝ) : Measure ℝ := ENNReal.ofReal A • Measure.dirac w

/-- The fitted pole frequency `wp / √(1 - 1/e)`, for `e > 1`. -/
def poleFreq (wp e : ℝ) : ℝ := wp / √(1 - 1 / e)

/-- The fitted pole weight `(π/2) wp √(1 - 1/e)`, for `e > 1`. -/
def poleWeight (wp e : ℝ) : ℝ := π / 2 * wp * √(1 - 1 / e)

/-- Integrating any function of frequency against a single pole of weight `A ≥ 0` gives `A` times
its value at the pole. -/
theorem pole_integral {A : ℝ} (hA : 0 ≤ A) (w : ℝ) (f : ℝ → ℝ) :
    Integrable f (pole A w) ∧ ∫ x, f x ∂(pole A w) = A * f w := by
  constructor
  · exact (integrable_dirac (by simp)).smul_measure ENNReal.ofReal_ne_top
  · rw [pole, integral_smul_measure, integral_dirac, ENNReal.toReal_ofReal hA, smul_eq_mul]

/-- For a pole of weight `A ≥ 0` at `w > 0`, the two sum rules are two algebraic equations
for `A` and `w`. -/
theorem pole_rules_iff {A w : ℝ} (hA : 0 ≤ A) (hw : 0 < w) (wp e : ℝ) :
    (FSumRule (pole A w) wp ↔ A * w = π * wp ^ 2 / 2) ∧
    (StaticScreening (pole A w) e ↔ 2 * A = π * w * (1 - 1 / e)) := by
  obtain ⟨i1, m1⟩ := pole_integral hA w (fun x => x)
  obtain ⟨i2, m2⟩ := pole_integral hA w (fun x => x⁻¹)
  have hp : 0 < π * w := mul_pos Real.pi_pos hw
  have h : 2 / π * (A * w⁻¹) = 2 * A / (π * w) := by
    rw [div_mul_eq_mul_div, ← div_eq_mul_inv, mul_div_assoc', div_div, mul_comm w π]
  constructor
  · rw [FSumRule, m1]
    exact ⟨fun h => h.2, fun h => ⟨i1, h⟩⟩
  · rw [StaticScreening, m2, h, div_eq_iff hp.ne', mul_comm (1 - 1 / e)]
    exact ⟨fun h => h.2, fun h => ⟨i2, h⟩⟩

/-- For `wp > 0` and `e > 1` the fitted frequency and weight are positive and solve the two
algebraic equations of the fit. -/
theorem fit_solves {wp e : ℝ} (hwp : 0 < wp) (he : 1 < e) :
    0 < poleFreq wp e ∧ 0 < poleWeight wp e ∧
    poleWeight wp e * poleFreq wp e = π * wp ^ 2 / 2 ∧
    2 * poleWeight wp e = π * poleFreq wp e * (1 - 1 / e) := by
  have hs : 0 < 1 - 1 / e := sub_pos.2 ((div_lt_one (by linarith)).2 he)
  have hr : 0 < √(1 - 1 / e) := Real.sqrt_pos.2 hs
  have hr2 : √(1 - 1 / e) ^ 2 = 1 - 1 / e := Real.sq_sqrt hs.le
  have hpi := Real.pi_pos
  unfold poleFreq poleWeight
  generalize √(1 - 1 / e) = r at hr hr2 ⊢
  refine ⟨by positivity, by positivity, by field_simp, ?_⟩
  rw [← hr2]
  field_simp

/-- For `wp > 0` and `e > 1` the fitted frequency obeys `w² = wp² / (1 - 1/e)` and lies above
the plasma frequency `wp`. -/
theorem poleFreq_sq_and_gt {wp e : ℝ} (hwp : 0 < wp) (he : 1 < e) :
    poleFreq wp e ^ 2 = wp ^ 2 / (1 - 1 / e) ∧ wp < poleFreq wp e := by
  have hs : 0 < 1 - 1 / e := sub_pos.2 ((div_lt_one (by linarith)).2 he)
  have hs1 : 0 < 1 / e := one_div_pos.2 (by linarith)
  have hr : 0 < √(1 - 1 / e) := Real.sqrt_pos.2 hs
  have hr2 : √(1 - 1 / e) ^ 2 = 1 - 1 / e := Real.sq_sqrt hs.le
  have hr1 : √(1 - 1 / e) < 1 := by nlinarith
  constructor
  · rw [poleFreq, div_pow, hr2]
  · rw [poleFreq, lt_div_iff₀ hr]
    nlinarith

/-- Plasmon-pole fit: for `wp > 0` and `e > 1`, a pole of weight `A > 0` at `w > 0` obeys the
f-sum rule and static screening exactly when `A` and `w` are the fitted values. -/
theorem fit_iff {wp e A w : ℝ} (hwp : 0 < wp) (he : 1 < e) (hA : 0 < A) (hw : 0 < w) :
    (FSumRule (pole A w) wp ∧ StaticScreening (pole A w) e) ↔
      A = poleWeight wp e ∧ w = poleFreq wp e := by
  obtain ⟨hW, -, h1, h2⟩ := fit_solves hwp he
  rw [(pole_rules_iff hA.le hw wp e).1, (pole_rules_iff hA.le hw wp e).2]
  constructor
  · rintro ⟨g1, g2⟩
    have hs : 0 < 1 - 1 / e := sub_pos.2 ((div_lt_one (by linarith)).2 he)
    -- eliminating the weight leaves one equation for the squared frequency
    have hsq : w ^ 2 = poleFreq wp e ^ 2 := by
      apply mul_left_cancel₀ (mul_pos Real.pi_pos hs).ne'
      linear_combination 2 * g1 - w * g2 - 2 * h1 + poleFreq wp e * h2
    have hww : w = poleFreq wp e := (sq_eq_sq₀ hw.le hW.le).1 hsq
    refine ⟨?_, hww⟩
    rw [hww] at g2
    linarith
  · rintro ⟨rfl, rfl⟩
    exact ⟨h1, h2⟩

/-- For `wp > 0` and `e > 1` exactly one pair of positive weight and positive frequency gives
a pole that obeys both the f-sum rule and static screening. -/
theorem fit_existsUnique {wp e : ℝ} (hwp : 0 < wp) (he : 1 < e) :
    ∃! p : ℝ × ℝ, 0 < p.1 ∧ 0 < p.2 ∧
      FSumRule (pole p.1 p.2) wp ∧ StaticScreening (pole p.1 p.2) e := by
  obtain ⟨hW, hA, -, -⟩ := fit_solves hwp he
  refine ⟨(poleWeight wp e, poleFreq wp e),
    ⟨hA, hW, (fit_iff hwp he hA hW).2 ⟨rfl, rfl⟩⟩, ?_⟩
  rintro ⟨A, w⟩ ⟨h1, h2, h3⟩
  obtain ⟨a, b⟩ := (fit_iff hwp he h1 h2).1 h3
  exact Prod.ext a b

/-- A pole of positive weight and frequency can reproduce a static dielectric constant `e > 0`
only if `e > 1`. -/
theorem one_lt_of_fit {e A w : ℝ} (he : 0 < e) (hA : 0 < A) (hw : 0 < w)
    (h : StaticScreening (pole A w) e) : 1 < e := by
  have g := (pole_rules_iff hA.le hw 0 e).2.1 h
  have hs : 0 < 1 - 1 / e :=
    (mul_pos_iff_of_pos_left (mul_pos Real.pi_pos hw)).1 (by linarith)
  exact (div_lt_one he).1 (by linarith)

/-- A loss spectrum on positive frequencies that obeys both sum rules has finite total
weight. -/
theorem finite_weight {μ : Measure ℝ} {wp e : ℝ} (hpos : ∀ᵐ w ∂μ, 0 < w)
    (hf : FSumRule μ wp) (hs : StaticScreening μ e) : IsFiniteMeasure μ := by
  have h1 : Integrable (fun _ : ℝ => (1 : ℝ)) μ := by
    refine (hf.1.add hs.1).mono' aestronglyMeasurable_const (hpos.mono fun w hw => ?_)
    have hv : 0 < w⁻¹ := inv_pos.2 hw
    have hwv : w * w⁻¹ = 1 := mul_inv_cancel₀ hw.ne'
    simp only [Pi.add_apply, norm_one]
    rcases le_total 1 w with h | h
    · linarith
    · nlinarith
  exact (integrable_const_iff_isFiniteMeasure one_ne_zero).1 h1

/-- For `wp > 0`, `e > 1` and a loss spectrum on positive frequencies obeying both sum rules, the
spread about the fitted frequency `W`, the integral of `(w - W)² / w`, exists and is `2 W` times the
weight missing relative to the fitted pole. -/
theorem weight_deficit {μ : Measure ℝ} {wp e : ℝ} (hwp : 0 < wp) (he : 1 < e)
    (hpos : ∀ᵐ w ∂μ, 0 < w) (hf : FSumRule μ wp) (hs : StaticScreening μ e) :
    Integrable (fun w => (w - poleFreq wp e) ^ 2 / w) μ ∧
    ∫ w, (w - poleFreq wp e) ^ 2 / w ∂μ =
      2 * poleFreq wp e * (poleWeight wp e - μ.real Set.univ) := by
  have := finite_weight hpos hf hs
  obtain ⟨-, -, h1, h2⟩ := fit_solves hwp he
  obtain ⟨f1, f2⟩ := hf
  obtain ⟨s1, s2⟩ := hs
  generalize poleFreq wp e = W at h1 h2 ⊢
  -- expand the square into the three moments
  have hc : (fun w => (w - W) ^ 2 / w) =ᵐ[μ] fun w => w - 2 * W + W ^ 2 * w⁻¹ :=
    hpos.mono fun w hw => by
      have hv : w⁻¹ * w = 1 := inv_mul_cancel₀ hw.ne'
      dsimp only
      rw [div_eq_iff hw.ne']
      linear_combination (-W ^ 2) * hv
  have i1 : Integrable (fun w : ℝ => w - 2 * W) μ := f1.sub (integrable_const _)
  have i2 : Integrable (fun w : ℝ => W ^ 2 * w⁻¹) μ := s1.const_mul _
  have hI : ∫ w, w⁻¹ ∂μ = π / 2 * (1 - 1 / e) := by
    rw [← s2]
    field_simp
  have hJ : ∫ w, W ^ 2 * w⁻¹ ∂μ = W ^ 2 * (π / 2 * (1 - 1 / e)) := by
    rw [integral_const_mul, hI]
  refine ⟨(i1.add i2).congr hc.symm, ?_⟩
  rw [integral_congr_ae hc, integral_add i1 i2, integral_sub f1 (integrable_const _),
    hJ, integral_const, f2, smul_eq_mul]
  linear_combination -h1 - W / 2 * h2

/-- For `wp > 0` and `e > 1`, no loss spectrum on positive frequencies that obeys both sum
rules has more total weight than the fitted plasmon pole. -/
theorem weight_le {μ : Measure ℝ} {wp e : ℝ} (hwp : 0 < wp) (he : 1 < e)
    (hpos : ∀ᵐ w ∂μ, 0 < w) (hf : FSumRule μ wp) (hs : StaticScreening μ e) :
    μ Set.univ ≤ ENNReal.ofReal (poleWeight wp e) := by
  have := finite_weight hpos hf hs
  have hW := (fit_solves hwp he).1
  have h0 : 0 ≤ ∫ w, (w - poleFreq wp e) ^ 2 / w ∂μ :=
    integral_nonneg_of_ae (hpos.mono fun w hw => div_nonneg (sq_nonneg _) hw.le)
  rw [(weight_deficit hwp he hpos hf hs).2] at h0
  have h : μ.real Set.univ ≤ poleWeight wp e :=
    sub_nonneg.1 ((mul_nonneg_iff_of_pos_left (by positivity)).1 h0)
  exact (ENNReal.ofReal_toReal (measure_ne_top μ Set.univ)).symm.trans_le
    (ENNReal.ofReal_le_ofReal h)

/-- For `wp > 0` and `e > 1`, a loss spectrum on positive frequencies that obeys both sum rules
has the total weight of the fitted pole exactly when it is that pole. -/
theorem weight_eq_iff {μ : Measure ℝ} {wp e : ℝ} (hwp : 0 < wp) (he : 1 < e)
    (hpos : ∀ᵐ w ∂μ, 0 < w) (hf : FSumRule μ wp) (hs : StaticScreening μ e) :
    μ Set.univ = ENNReal.ofReal (poleWeight wp e) ↔
      μ = pole (poleWeight wp e) (poleFreq wp e) := by
  constructor
  · intro h
    obtain ⟨hi, hd⟩ := weight_deficit hwp he hpos hf hs
    have hm : μ.real Set.univ = poleWeight wp e := by
      rw [measureReal_def, h, ENNReal.toReal_ofReal (fit_solves hwp he).2.1.le]
    rw [hm, sub_self, mul_zero] at hd
    -- zero spread puts the whole spectrum at the fitted frequency
    have hz := (integral_eq_zero_iff_of_nonneg_ae
      (hpos.mono fun w hw => div_nonneg (sq_nonneg _) hw.le) hi).1 hd
    have hae : ∀ᵐ w ∂μ, w = poleFreq wp e := by
      filter_upwards [hz, hpos] with w h0 hw
      have h1 : (w - poleFreq wp e) ^ 2 / w = 0 := h0
      have h2 := (div_eq_zero_iff.1 h1).resolve_right hw.ne'
      exact sub_eq_zero.1 (pow_eq_zero_iff two_ne_zero |>.1 h2)
    have hN : μ {w : ℝ | ¬ w = poleFreq wp e} = 0 := ae_iff.1 hae
    have hnull : ∀ s : Set ℝ, poleFreq wp e ∉ s → μ s = 0 := by
      intro s hs'
      refine measure_mono_null (fun w hw => ?_) hN
      show ¬ w = poleFreq wp e
      intro hEq
      apply hs'
      rw [← hEq]
      exact hw
    ext s hsm
    rw [pole, Measure.smul_apply, Measure.dirac_apply' _ hsm, ← h]
    by_cases hW : poleFreq wp e ∈ s
    · have hc := measure_add_measure_compl (μ := μ) hsm
      rw [hnull sᶜ (fun h' => h' hW), add_zero] at hc
      simp [hW, hc]
    · simp [hW, hnull s hW]
  · intro h
    rw [h]
    simp [pole]

end

end PlasmonPoleFit
```

```lean
#print axioms PlasmonPoleFit.fit_iff
#print axioms PlasmonPoleFit.fit_existsUnique
#print axioms PlasmonPoleFit.weight_le
#print axioms PlasmonPoleFit.weight_eq_iff
```

```
'PlasmonPoleFit.fit_iff' depends on axioms: [propext, Classical.choice, Quot.sound]
'PlasmonPoleFit.fit_existsUnique' depends on axioms: [propext, Classical.choice, Quot.sound]
'PlasmonPoleFit.weight_le' depends on axioms: [propext, Classical.choice, Quot.sound]
'PlasmonPoleFit.weight_eq_iff' depends on axioms: [propext, Classical.choice, Quot.sound]
```

## From two equations to a point spectrum

`pole_integral` evaluates the integral of any function against a pole as $A$ times its value there. `pole_rules_iff` applies this to $w$ and $1/w$, which gives the two algebraic equations, with the second in the form $2A=\pi w(1-1/e)$.

`fit_solves` checks that the fitted values are positive and satisfy these equations. It replaces the square root by a positive number `r` whose square is $1-1/e$, after which `field_simp` completes the algebra.

In `fit_iff`, the `linear_combination` step eliminates the weight. It compares the equations for $(A,w)$ with those for $(A_W,W)$ and obtains equal squared frequencies after a positive factor is cancelled. `sq_eq_sq₀` then selects the positive root, and the screening equation returns the weight. `fit_existsUnique` combines this equivalence with the positivity of the fitted values.

`finite_weight` uses the bound $1\le w+1/w$, with the cases $w\ge1$ and $w\le1$ treated separately. The constant function 1 is thus integrable, which is the same as finite total weight.

`weight_deficit` is the expansion of the square. The equality `hc` holds almost everywhere, since it needs $w\ne0$. The integral is then split into its three moments, and the final `linear_combination` inserts the equations of the fitted pole. The total weight appears here as the real number `μ.real Set.univ`.

`weight_le` reads the bound off the sign of that integral and converts it back to the extended nonnegative values that measures take.

For equality, `weight_eq_iff` starts from a vanishing spread and concludes that $w=W$ almost everywhere. To show that two measures agree, it compares them on each measurable set: a set that misses $W$ has weight zero, and a set that contains $W$ carries the full weight because its complement has none. These are the values of the fitted pole.
